# When a pair crosses the cutoff, the truncated dispersion energy jumps and the energy-shifted one keeps a kink

## Does an energy shift also smooth the pressure?

When I sum the dispersion attraction −C/x⁶ over atom pairs out to a cutoff radius Rc, I have to decide whether a pair at exactly Rc counts. I keep it. If I then stretch the whole structure uniformly, that pair drops out at once and the energy steps up. Adding C/Rc⁶ to every kept term makes each term vanish at Rc, so the step should go away. Is the energy then smooth enough to give a continuous pressure, or does something remain?

## The step goes, but the slope still breaks

Keeping a pair at exactly Rc makes the truncated energy continuous from the left. Excluding it would make the energy continuous from the right, with the same two one-sided limits. The shift removes the step, but the slope, and with it the pressure, still jumps.

Let r_k > 0 be finitely many distances, all multiplied by a dimensionless scale s > 0. This s stretches distances; it is not the energy prefactor s₆ of DFT-D. For a pair potential v, the energy is

E(s) = Σ v(s r_k), over the pairs with s r_k ≤ Rc.

Fix s0 > 0 and let M be the number of pairs with s0 r_k = Rc. A pair strictly inside or outside the cutoff at s0 stays there for s close enough to s0. A pair at Rc is kept for s ≤ s0 and lost for s > s0. So, near s0,

s ≤ s0: E(s) = Σ v(s r_k), over s0 r_k ≤ Rc
s > s0: E(s) = Σ v(s r_k), over s0 r_k < Rc.

The second sum lacks M terms, each equal to v(Rc) at s = s0. For v(x) = −C/x⁶ the limits are therefore

from the left: E(s0)
from the right: E(s0) − M v(Rc) = E(s0) + MC/Rc⁶.

The shifted potential v(x) = −C/x⁶ + C/Rc⁶ has v(Rc) = 0, so the limits agree. Its slope is v′(x) = 6C/x⁷, and by the chain rule each kept pair contributes r_k v′(s0 r_k) to dE/ds. A pair at the cutoff has r_k = Rc/s0, so the right derivative lacks M terms of size

(Rc/s0) · 6C/Rc⁷ = 6C/(s0 Rc⁶).

The derivative drops by 6MC/(s0 Rc⁶). Subtracting the tangent as well,

v(x) = −C/x⁶ + C/Rc⁶ − (6C/Rc⁷)(x − Rc),

gives v′(Rc) = 0, and the kink disappears.

**In an energy–volume scan.** Take an fcc crystal whose third neighbour shell, 24 atoms around each atom, reaches Rc on expansion. Each pair is shared by two atoms, so M = 12 per atom, and the bare energy per atom steps up by 12C/Rc⁶. With the shifted terms the dispersion energy is continuous, but the dispersion part of the pressure rises abruptly by 2MC/(V Rc⁶), where V is the volume per atom at s0. This follows from V ∝ s³ and p = −dE/dV.

## What the Lean statements say

The finite type `ι` labels the pairs, `r` gives their unscaled distances, and `hr` says that these are positive. They need not come from an actual arrangement of atoms. `cutEnergy v Rc r s` is E(s), with `≤` in its condition, and `contacts Rc r s0` is M. The potentials are `london`, `shifted` and `forceShifted`; the constant C is usually written C₆.

- `truncated_jump` gives the two limits of the bare energy. `𝓝[<] s0` and `𝓝[>] s0` mean approach from below and from above.
- `shifted_kink` gives continuity and both one-sided derivatives of the shifted energy. `HasDerivWithinAt` on `Iic s0` is the left derivative, on `Ici s0` the right one.
- For C > 0, `truncated_continuousAt_iff` and `shifted_differentiableAt_iff` say that the bare energy is continuous at s0, and the shifted energy differentiable there, exactly when M = 0.
- `forceShifted_differentiableAt` gives differentiability at every s0 > 0, whatever M is.

All pairs share one coefficient C, and there is no damping at short range. DFT-D2 instead uses damped terms with a coefficient for each pair of elements. In D3 and D4 the coefficients also depend on the surroundings of the atoms, and there are terms beyond 1/x⁶. None of this is modelled here. Within its single pair potential, the result bears on equations of state and stress in electronic-structure calculations with a sharp dispersion cutoff.

```lean
import Mathlib

open Filter Topology Set

namespace DispersionCutoff

noncomputable section

variable {ι : Type*} [Fintype ι] {v v' : ℝ → ℝ} {C Rc s0 : ℝ} {r : ι → ℝ}

/-- Energy of finitely many pairs at distances `s * r k`, where the pair potential `v` is
kept only up to the cutoff radius `Rc`. -/
def cutEnergy (v : ℝ → ℝ) (Rc : ℝ) (r : ι → ℝ) (s : ℝ) : ℝ :=
  ∑ k, if s * r k ≤ Rc then v (s * r k) else 0

/-- The number of pairs whose scaled distance is exactly the cutoff radius. -/
def contacts (Rc : ℝ) (r : ι → ℝ) (s : ℝ) : ℕ :=
  (Finset.univ.filter fun k => s * r k = Rc).card

/-- The dispersion attraction `-C / x ^ 6` at distance `x ≠ 0`. -/
def london (C x : ℝ) : ℝ := -C / x ^ 6

/-- The dispersion attraction shifted to vanish at the cutoff, for `x ≠ 0` and `Rc ≠ 0`. -/
def shifted (C Rc x : ℝ) : ℝ := london C x + C / Rc ^ 6

/-- The shifted attraction minus its tangent at the cutoff, for `x ≠ 0` and `Rc ≠ 0`. -/
def forceShifted (C Rc x : ℝ) : ℝ := shifted C Rc x - 6 * C / Rc ^ 7 * (x - Rc)

/-- For positive distances, at `s0` and at scales just below it the energy is the sum of `v` over
the pairs kept at `s0`. -/
theorem kept_left (hr : ∀ k, 0 < r k) : ∀ᶠ s in 𝓝[≤] s0,
    cutEnergy v Rc r s = ∑ k, if s0 * r k ≤ Rc then v (s * r k) else 0 := by
  have h : ∀ k, ∀ᶠ s in 𝓝[≤] s0, (s * r k ≤ Rc ↔ s0 * r k ≤ Rc) := by
    intro k
    by_cases hk : s0 * r k ≤ Rc
    · filter_upwards [self_mem_nhdsWithin] with s hs
      have hs' : s ≤ s0 := hs
      exact ⟨fun _ => hk, fun _ => (mul_le_mul_of_nonneg_right hs' (hr k).le).trans hk⟩
    · have hc : ContinuousAt (fun s : ℝ => s * r k) s0 := by fun_prop
      have h1 : ∀ᶠ s in 𝓝 s0, Rc < s * r k := hc.eventually (lt_mem_nhds (not_le.mp hk))
      filter_upwards [nhdsWithin_le_nhds h1] with s hs
      exact ⟨fun h => absurd h (not_le.mpr hs), fun h => absurd h hk⟩
  filter_upwards [eventually_all.mpr h] with s hs
  exact Finset.sum_congr rfl fun k _ => if_congr (hs k) rfl rfl

/-- For positive distances, at scales just above `s0` the energy is the sum of `v` over the pairs
strictly inside the cutoff at `s0`. -/
theorem kept_right (hr : ∀ k, 0 < r k) : ∀ᶠ s in 𝓝[>] s0,
    cutEnergy v Rc r s = ∑ k, if s0 * r k < Rc then v (s * r k) else 0 := by
  have h : ∀ k, ∀ᶠ s in 𝓝[>] s0, (s * r k ≤ Rc ↔ s0 * r k < Rc) := by
    intro k
    by_cases hk : s0 * r k < Rc
    · have hc : ContinuousAt (fun s : ℝ => s * r k) s0 := by fun_prop
      have h1 : ∀ᶠ s in 𝓝 s0, s * r k < Rc := hc.eventually (gt_mem_nhds hk)
      filter_upwards [nhdsWithin_le_nhds h1] with s hs
      exact ⟨fun _ => hk, fun _ => hs.le⟩
    · filter_upwards [self_mem_nhdsWithin] with s hs
      have hs' : s0 < s := hs
      have h2 : s0 * r k < s * r k := mul_lt_mul_of_pos_right hs' (hr k)
      exact ⟨fun h => lt_of_lt_of_le h2 h, fun h => absurd h hk⟩
  filter_upwards [eventually_all.mpr h] with s hs
  exact Finset.sum_congr rfl fun k _ => if_congr (hs k) rfl rfl

/-- If every pair at the cutoff contributes the same amount `c`, leaving these pairs out
lowers the sum over kept pairs by `c` times their number. -/
theorem contact_split {f : ι → ℝ} {c : ℝ} (hf : ∀ k, s0 * r k = Rc → f k = c) :
    (∑ k, if s0 * r k < Rc then f k else 0) =
      (∑ k, if s0 * r k ≤ Rc then f k else 0) - contacts Rc r s0 * c := by
  have h : (contacts Rc r s0 : ℝ) * c = ∑ k, if s0 * r k = Rc then c else 0 := by
    rw [contacts, ← Finset.sum_filter, Finset.sum_const, nsmul_eq_mul]
  rw [h, ← Finset.sum_sub_distrib]
  refine Finset.sum_congr rfl fun k _ => ?_
  rcases lt_trichotomy (s0 * r k) Rc with h | h | h
  · simp [h, h.le, h.ne]
  · simp [h, hf k h]
  · simp [not_lt.mpr h.le, not_le.mpr h, h.ne']

/-- With positive distances and scale, the bare truncated dispersion energy is continuous from
the left and jumps by `M * C / Rc ^ 6` to the right, `M` being the number of pairs at `Rc`. -/
theorem truncated_jump (hr : ∀ k, 0 < r k) (hs : 0 < s0) :
    Tendsto (cutEnergy (london C) Rc r) (𝓝[<] s0) (𝓝 (cutEnergy (london C) Rc r s0)) ∧
    Tendsto (cutEnergy (london C) Rc r) (𝓝[>] s0)
      (𝓝 (cutEnergy (london C) Rc r s0 + contacts Rc r s0 * C / Rc ^ 6)) := by
  -- a sum over a fixed set of pairs is continuous in the scale
  have key : ∀ (p : ι → Prop) [DecidablePred p],
      Tendsto (fun s => ∑ k, if p k then london C (s * r k) else 0) (𝓝 s0)
        (𝓝 (∑ k, if p k then london C (s0 * r k) else 0)) := by
    intro p _
    refine tendsto_finsetSum _ fun k _ => ?_
    by_cases h : p k
    · simp only [if_pos h]
      have hne : (s0 * r k) ^ 6 ≠ 0 := pow_ne_zero 6 (mul_pos hs (hr k)).ne'
      have hc : ContinuousAt (fun s : ℝ => (s * r k) ^ 6) s0 := by fun_prop
      exact (tendsto_const_nhds (x := -C)).div hc hne
    · simp only [if_neg h]
      exact tendsto_const_nhds
  have e : (∑ k, if s0 * r k < Rc then london C (s0 * r k) else 0) =
      cutEnergy (london C) Rc r s0 - contacts Rc r s0 * london C Rc :=
    contact_split fun k h => by rw [h]
  have e' : cutEnergy (london C) Rc r s0 + contacts Rc r s0 * C / Rc ^ 6 =
      ∑ k, if s0 * r k < Rc then london C (s0 * r k) else 0 := by
    rw [e, london]; ring
  constructor
  · refine ((key fun k => s0 * r k ≤ Rc).mono_left nhdsWithin_le_nhds).congr' ?_
    have h := (kept_left (v := london C) (Rc := Rc) (s0 := s0) hr).filter_mono
      (nhdsWithin_mono s0 Iio_subset_Iic_self)
    exact h.mono fun _ h => h.symm
  · rw [e']
    refine ((key fun k => s0 * r k < Rc).mono_left nhdsWithin_le_nhds).congr' ?_
    exact (kept_right hr).mono fun _ h => h.symm

/-- For positive `C`, cutoff, distances and scale, the bare truncated energy is continuous at
`s0` exactly when no pair sits at the cutoff. -/
theorem truncated_continuousAt_iff (hC : 0 < C) (hR : 0 < Rc) (hr : ∀ k, 0 < r k)
    (hs : 0 < s0) :
    ContinuousAt (cutEnergy (london C) Rc r) s0 ↔ contacts Rc r s0 = 0 := by
  obtain ⟨hL, hJ⟩ := truncated_jump (C := C) (Rc := Rc) hr hs
  constructor
  · intro h
    by_contra hM
    have hM' : (0 : ℝ) < contacts Rc r s0 := Nat.cast_pos.mpr (Nat.pos_of_ne_zero hM)
    have h1 := tendsto_nhds_unique (h.tendsto.mono_left nhdsWithin_le_nhds) hJ
    have h2 : 0 < contacts Rc r s0 * C / Rc ^ 6 := by positivity
    linarith
  · intro h
    simp only [h, Nat.cast_zero, zero_mul, zero_div, add_zero] at hJ
    exact continuousAt_iff_continuous_left'_right'.mpr ⟨hL, hJ⟩

/-- For positive distances and scale and a differentiable pair potential that vanishes at the
cutoff, the slope of the energy changes at `s0` by `-(Rc / s0) * v' Rc` per pair at `Rc`. -/
theorem slope_step (hr : ∀ k, 0 < r k) (hs : 0 < s0)
    (hv : ∀ x, 0 < x → HasDerivAt v (v' x) x) (h0 : v Rc = 0) :
    HasDerivWithinAt (cutEnergy v Rc r)
      (∑ k, if s0 * r k ≤ Rc then r k * v' (s0 * r k) else 0) (Iic s0) s0 ∧
    HasDerivWithinAt (cutEnergy v Rc r)
      ((∑ k, if s0 * r k ≤ Rc then r k * v' (s0 * r k) else 0) -
        contacts Rc r s0 * (Rc / s0 * v' Rc)) (Ici s0) s0 := by
  -- chain rule for a fixed set of pairs
  have key : ∀ (p : ι → Prop) [DecidablePred p],
      HasDerivAt (fun s => ∑ k, if p k then v (s * r k) else 0)
        (∑ k, if p k then r k * v' (s0 * r k) else 0) s0 := by
    intro p _
    refine HasDerivAt.fun_sum fun k _ => ?_
    by_cases h : p k
    · simp only [if_pos h]
      have h1 : HasDerivAt (fun s : ℝ => s * r k) (r k) s0 := hasDerivAt_mul_const (r k)
      have h2 := hv (s0 * r k) (mul_pos hs (hr k))
      exact (HasDerivAt.comp s0 h2 h1).congr_deriv (mul_comm _ _)
    · simp only [if_neg h]
      exact hasDerivAt_const s0 0
  refine ⟨(key fun k => s0 * r k ≤ Rc).hasDerivWithinAt.congr_of_eventuallyEq
    (kept_left hr) rfl, ?_⟩
  have e : (∑ k, if s0 * r k < Rc then v (s0 * r k) else 0) =
      cutEnergy v Rc r s0 - contacts Rc r s0 * v Rc :=
    contact_split fun k h => by rw [h]
  rw [h0, mul_zero, sub_zero] at e
  rw [← contact_split (f := fun k => r k * v' (s0 * r k)) (fun k h => by
    have h1 : r k = Rc / s0 := (eq_div_iff hs.ne').mpr (by linarith)
    show r k * v' (s0 * r k) = _
    rw [h, h1]), ← hasDerivWithinAt_Ioi_iff_Ici]
  exact (key fun k => s0 * r k < Rc).hasDerivWithinAt.congr_of_eventuallyEq
    (kept_right hr) e.symm

/-- The shifted dispersion attraction has slope `6 * C / x ^ 7` at every distance `x > 0`. -/
theorem shifted_hasDerivAt (C Rc : ℝ) {x : ℝ} (hx : 0 < x) :
    HasDerivAt (shifted C Rc) (6 * C / x ^ 7) x := by
  have hp : HasDerivAt (fun y : ℝ => y ^ 6) (6 * x ^ 5) x := by
    simpa using hasDerivAt_pow 6 x
  have h := ((hasDerivAt_const x (-C)).fun_div hp (pow_ne_zero 6 hx.ne')).add_const (C / Rc ^ 6)
  refine h.congr_deriv ?_
  rw [div_eq_div_iff (by positivity) (by positivity)]
  ring

/-- For positive cutoff, distances and scale, the shifted energy is continuous at `s0`, while
its slope drops there by `6 * M * C / (s0 * Rc ^ 6)`, `M` being the number of pairs at `Rc`. -/
theorem shifted_kink (hR : 0 < Rc) (hr : ∀ k, 0 < r k) (hs : 0 < s0) :
    ContinuousAt (cutEnergy (shifted C Rc) Rc r) s0 ∧
    HasDerivWithinAt (cutEnergy (shifted C Rc) Rc r)
      (∑ k, if s0 * r k ≤ Rc then r k * (6 * C / (s0 * r k) ^ 7) else 0) (Iic s0) s0 ∧
    HasDerivWithinAt (cutEnergy (shifted C Rc) Rc r)
      ((∑ k, if s0 * r k ≤ Rc then r k * (6 * C / (s0 * r k) ^ 7) else 0) -
        6 * contacts Rc r s0 * C / (s0 * Rc ^ 6)) (Ici s0) s0 := by
  have h := slope_step (Rc := Rc) (v' := fun x => 6 * C / x ^ 7) hr hs
    (fun x hx => shifted_hasDerivAt C Rc hx) (by unfold shifted london; ring)
  have e : (contacts Rc r s0 : ℝ) * (Rc / s0 * (6 * C / Rc ^ 7)) =
      6 * contacts Rc r s0 * C / (s0 * Rc ^ 6) := by
    field_simp
  rw [← e]
  exact ⟨continuousAt_iff_continuous_left_right.mpr
    ⟨h.1.continuousWithinAt, h.2.continuousWithinAt⟩, h.1, h.2⟩

/-- For positive `C`, cutoff, distances and scale, the shifted energy is differentiable at `s0`
exactly when no pair sits at the cutoff. -/
theorem shifted_differentiableAt_iff (hC : 0 < C) (hR : 0 < Rc) (hr : ∀ k, 0 < r k)
    (hs : 0 < s0) :
    DifferentiableAt ℝ (cutEnergy (shifted C Rc) Rc r) s0 ↔ contacts Rc r s0 = 0 := by
  obtain ⟨-, hL, hJ⟩ := shifted_kink (C := C) hR hr hs
  constructor
  · intro h
    by_contra hM
    have hM' : (0 : ℝ) < contacts Rc r s0 := Nat.cast_pos.mpr (Nat.pos_of_ne_zero hM)
    -- both one-sided slopes would equal the derivative
    have h1 := (hL.derivWithin (uniqueDiffWithinAt_Iic s0)).symm.trans
      (h.hasDerivAt.hasDerivWithinAt.derivWithin (uniqueDiffWithinAt_Iic s0))
    have h2 := (hJ.derivWithin (uniqueDiffWithinAt_Ici s0)).symm.trans
      (h.hasDerivAt.hasDerivWithinAt.derivWithin (uniqueDiffWithinAt_Ici s0))
    have h3 : 0 < 6 * contacts Rc r s0 * C / (s0 * Rc ^ 6) := by positivity
    linarith
  · intro h
    simp only [h, Nat.cast_zero, mul_zero, zero_mul, zero_div, sub_zero] at hJ
    have hU := hL.union hJ
    rw [Iic_union_Ici, hasDerivWithinAt_univ] at hU
    exact hU.differentiableAt

/-- For positive distances, the force-shifted energy is differentiable at every scale `s0 > 0`,
whether or not pairs sit at the cutoff. -/
theorem forceShifted_differentiableAt (hr : ∀ k, 0 < r k) (hs : 0 < s0) :
    DifferentiableAt ℝ (cutEnergy (forceShifted C Rc) Rc r) s0 := by
  have hv : ∀ x, 0 < x →
      HasDerivAt (forceShifted C Rc) (6 * C / x ^ 7 - 6 * C / Rc ^ 7) x := fun x hx =>
    ((shifted_hasDerivAt C Rc hx).fun_sub
      (((hasDerivAt_id' x).sub_const Rc).const_mul (6 * C / Rc ^ 7))).congr_deriv (by ring)
  obtain ⟨hL, hJ⟩ := slope_step (Rc := Rc)
    (v' := fun x => 6 * C / x ^ 7 - 6 * C / Rc ^ 7) hr hs hv
    (by unfold forceShifted shifted london; ring)
  -- the pair force vanishes at the cutoff, so the two slopes agree
  simp only [sub_self, mul_zero, sub_zero] at hJ
  have hU := hL.union hJ
  rw [Iic_union_Ici, hasDerivWithinAt_univ] at hU
  exact hU.differentiableAt

end

end DispersionCutoff
```

```lean
#print axioms DispersionCutoff.truncated_continuousAt_iff
-- 'DispersionCutoff.truncated_continuousAt_iff' depends on axioms: [propext, Classical.choice, Quot.sound]
#print axioms DispersionCutoff.shifted_differentiableAt_iff
-- 'DispersionCutoff.shifted_differentiableAt_iff' depends on axioms: [propext, Classical.choice, Quot.sound]
#print axioms DispersionCutoff.forceShifted_differentiableAt
-- 'DispersionCutoff.forceShifted_differentiableAt' depends on axioms: [propext, Classical.choice, Quot.sound]
```

## From the fixed sums to the jump and the kink

`kept_left` and `kept_right` prove the two formulas for E(s) near s0, treating each pair by cases. `contact_split` compares the sums: for each pair, `lt_trichotomy` distinguishes inside, at and outside the cutoff, and only the middle case contributes to the difference.

In `truncated_jump`, the local fact `key` says that a sum over a fixed set of pairs is continuous in s. In `slope_step`, `key` is the chain rule for such a sum, with any v that is differentiable at positive distances. `shifted_kink` inserts the slope 6C/x⁷ from `shifted_hasDerivAt`, and `forceShifted_differentiableAt` inserts a slope that is zero at Rc.

For the equivalences, suppose first that the bare energy is continuous at s0. Its limit from the right is then E(s0), but `truncated_jump` gives a different value if M > 0. Limits are unique, so M = 0. Likewise, if the shifted energy is differentiable at s0, both one-sided slopes equal its derivative, while M > 0 would make them differ. If M = 0, the two sides agree and are joined.

The device that carries the argument is the "eventually" quantifier, `∀ᶠ s in 𝓝[>] s0`. It says that a property holds for all s in some interval (s0, s0 + δ) with δ > 0, without naming δ. Each pair has its own δ, and `eventually_all` combines them, which works because there are finitely many pairs. Then `congr_of_eventuallyEq` carries the derivative of the fixed sum over to E. It also asks that the two functions agree at s0 itself. On the right they differ there by M v(Rc), and this is where `slope_step` uses v(Rc) = 0.
